# The electrophilicity index tends to I/8 when the extra electron escapes into a growing box

## A parabola with zero electron affinity

Let a molecule have ionisation energy $I>0$ and electron affinity $A=0$: removing an electron costs $I$, and adding one changes nothing. Draw a parabola through the three energies, with $x$ the number of electrons added. It must equal $I$ at $x=-1$ and vanish at $x=0$ and $x=1$, so

$$\Delta E(x)=-\frac I2\,x(1-x).$$

Its minimum is at $x=\tfrac12$, with depth $I/8$. That depth is the electrophilicity index. It is positive although the molecule gains nothing by taking a whole electron, and it is fixed by $I$ alone.

An unbound anion leads to this case. If the extra electron leaves the molecule and only the size of its container keeps its energy above zero, the computed affinity is slightly negative and tends to zero as the container grows.

## The index as an energy lowering

For general $A<I$, define the chemical potential $\mu$, the hardness $\eta$ and the index $\omega$ by

$$\mu=-\frac{I+A}{2},\qquad \eta=I-A,\qquad \omega=\frac{\mu^2}{2\eta}=\frac{(I+A)^2}{8(I-A)}.$$

The parabola is now $\mu x+\tfrac12\eta x^2$, which equals $-A$ at $x=1$ and $I$ at $x=-1$. Completing the square gives

$$\mu x+\frac{\eta}{2}x^2=-\omega+\frac{\eta}{2}\left(x+\frac{\mu}{\eta}\right)^2 .$$

Since $\eta>0$, the least value is $-\omega$, reached at $x=-\mu/\eta$.

## The energy of the escaped electron

Put the extra electron in a one-dimensional box with walls at $0$ and $L>0$, in atomic units. In this section $x$ is a position. For level $n\ge1$ take $k=n\pi/L$ and $\psi(x)=\sin kx$. Differentiating twice gives $\psi''=-k^2\psi$, so

$$-\tfrac12\psi''=\frac{k^2}{2}\psi .$$

The walls are respected because $\psi(0)=0$ and $\psi(L)=\sin n\pi=0$. The function is not identically zero, since $\psi(L/2n)=\sin(\pi/2)=1$. The normalised state is $\sqrt{2/L}\,\sin kx$ on the box, with value $\sqrt{2/L}$ at that point. The energy is the same.

The anion's energy is that of the neutral molecule plus $k^2/2$, so the computed affinity is

$$A_n(L)=-\frac{n^2\pi^2}{2L^2}.$$

## The limit and its rate

Over a common denominator,

$$\frac I8-\omega=\frac{I(I-A)-(I+A)^2}{8(I-A)}=\frac{-A(3I+A)}{8(I-A)} .$$

As $A\to0$ the right-hand side tends to zero, so $\omega\to I/8$. This uses nothing about the origin of $A$.

For the box, $-L^2A_n(L)=n^2\pi^2/2$ does not depend on $L$. Hence

$$L^2\left(\frac I8-\omega\right)=\frac{n^2\pi^2}{2}\cdot\frac{3I+A_n(L)}{8(I-A_n(L))}\longrightarrow\frac{n^2\pi^2}{2}\cdot\frac38=\frac{3n^2\pi^2}{16}.$$

The ionisation energy has cancelled from the rate. For the lowest level the limit is $3\pi^2/16$.

The identity also gives the sign of the error. For $I>0$ and $A<I$ the denominator is positive, so $\omega<I/8$ exactly when $-A(3I+A)>0$, that is, when $-3I<A<0$. For $n\ge1$ this means $L>n\pi/\sqrt{6I}$. In a box shorter than that, the index lies above $I/8$.

## What a calculation of the index shows

One way to obtain the index is to compute the energies of the cation, the neutral molecule and the anion, and to take $I=E(N-1)-E(N)$ and $A=E(N)-E(N+1)$, where $N$ is the number of electrons in the neutral molecule. Suppose that, in the chosen method, the lowest energy the anion can approach is that of the neutral molecule with the whole extra electron far away and at rest. As the basis is extended towards completeness with ever more diffuse functions, $E(N+1)$ then approaches $E(N)$, and $\omega$ tends to $I/8$. A list of such molecules sorted by converged $\omega$ is a list sorted by ionisation energy.

In the box model with $I=0.4$ hartree and $n=1$, the index is about $0.0456$ at $L=20$ bohr and $0.0489$ at $L=40$ bohr, against a limit of $0.05$. The products $L^2(I/8-\omega)$ are about $1.78$ and $1.83$, approaching $3\pi^2/16\approx1.85$.

For electronic structure work, the result says that a converged index need not describe the anion, within a model where the escaped electron does not interact with the molecule and $I$ stays fixed.

## The statements in Lean

The functions `chemicalPotential`, `hardness` and `electrophilicity` are $\mu$, $\eta$ and $\omega$ as functions of two real numbers `I` and `A`. The box is described by `waveNumber`, `boxWave`, `boxEnergy` and `boxAffinity`, where `n` is a natural number and `L` a real length. The wave is the unnormalised sine.

- `electrophilicity_isLeast` says that, for `A < I`, the number $-\omega$ belongs to the set of values of the parabola and is its least element. The transferred charge ranges over all real numbers.
- `boxWave_schrodinger` states the Schrödinger equation, the two wall conditions and the value one at $L/(2n)$, for `n ≠ 0` and `L > 0`. It does not say that these are all the levels.
- `deviation_eq` is the exact identity for `A ≠ I`, and `electrophilicity_lt_iff` is the sign criterion.
- `tendsto_of_affinity_zero` takes any family of affinities tending to zero along any filter `l`, which may describe a growing box, a growing basis or another limiting process. With `I ≠ 0` fixed, the index tends to `I / 8`. Once the affinity tends to zero, the limit depends on $I$ alone.
- `unbound_anion_limit` gives the limit and the rate for level `n`, with `atTop` meaning $L\to\infty$. It admits `n = 0`, where the affinity and the rate are both zero, but that value describes no electron state.
- `unbound_anion_limit_ground` writes out the case $n=1$ with the explicit affinity $-\pi^2/(2L^2)$.

That the anion's extra electron sits in a box level is an assumption, built into the definition of `boxAffinity`. It stands for a molecule that does not bind the electron and exerts no force on it once it has left.

```lean
import Mathlib

open Filter Topology
open scoped Real

namespace UnboundAnionElectrophilicity

noncomputable section

/-- Chemical potential from the ionisation energy `I` and the electron affinity `A`. -/
def chemicalPotential (I A : ℝ) : ℝ := -(I + A) / 2

/-- Chemical hardness from the ionisation energy `I` and the electron affinity `A`. -/
def hardness (I A : ℝ) : ℝ := I - A

/-- Electrophilicity index: squared chemical potential over twice the hardness,
for `A ≠ I`. -/
def electrophilicity (I A : ℝ) : ℝ := chemicalPotential I A ^ 2 / (2 * hardness I A)

/-- Wave number of level `n ≥ 1` in a box of length `L > 0`. -/
def waveNumber (n : ℕ) (L : ℝ) : ℝ := n * π / L

/-- Unnormalised standing wave of level `n ≥ 1` in a box with walls at `0` and `L > 0`. -/
def boxWave (n : ℕ) (L x : ℝ) : ℝ := Real.sin (waveNumber n L * x)

/-- Kinetic energy, in atomic units, of an electron in level `n ≥ 1` of a box of length `L > 0`. -/
def boxEnergy (n : ℕ) (L : ℝ) : ℝ := waveNumber n L ^ 2 / 2

/-- Computed electron affinity when the extra electron leaves the molecule and occupies level
`n ≥ 1` of a box of length `L > 0`. -/
def boxAffinity (n : ℕ) (L : ℝ) : ℝ := -boxEnergy n L

/-- For `A < I`, the least energy change in the parabolic model, over all real numbers `x` of
electrons transferred, is minus the electrophilicity. -/
theorem electrophilicity_isLeast {I A : ℝ} (h : A < I) :
    IsLeast (Set.range fun x : ℝ => chemicalPotential I A * x + hardness I A / 2 * x ^ 2)
      (-electrophilicity I A) := by
  have hη : 0 < hardness I A := sub_pos.2 h
  have hne := hη.ne'
  -- complete the square in the transferred charge
  have key : ∀ x : ℝ, chemicalPotential I A * x + hardness I A / 2 * x ^ 2 =
      -electrophilicity I A
        + hardness I A / 2 * (x + chemicalPotential I A / hardness I A) ^ 2 := by
    intro x
    unfold electrophilicity
    field_simp
    ring
  constructor
  · refine ⟨-(chemicalPotential I A / hardness I A), ?_⟩
    change chemicalPotential I A * _ + hardness I A / 2 * _ ^ 2 = _
    rw [key]
    ring
  · rintro _ ⟨x, rfl⟩
    change _ ≤ chemicalPotential I A * x + hardness I A / 2 * x ^ 2
    rw [key]
    have : 0 ≤ hardness I A / 2 * (x + chemicalPotential I A / hardness I A) ^ 2 := by
      positivity
    linarith

/-- For `n ≠ 0` and `L > 0` the standing wave solves the free Schrödinger equation with
energy `boxEnergy n L`, vanishes at both walls, and equals one at `L / (2n)`. -/
theorem boxWave_schrodinger {n : ℕ} (hn : n ≠ 0) {L : ℝ} (hL : 0 < L) :
    (∀ x, -(1 / 2) * deriv (deriv (boxWave n L)) x = boxEnergy n L * boxWave n L x) ∧
      boxWave n L 0 = 0 ∧ boxWave n L L = 0 ∧ boxWave n L (L / (2 * n)) = 1 := by
  have hL' := hL.ne'
  have hn' : (n : ℝ) ≠ 0 := Nat.cast_ne_zero.2 hn
  have hk : ∀ y : ℝ, HasDerivAt (fun y => waveNumber n L * y) (waveNumber n L) y := by
    intro y
    simpa only [mul_one] using (hasDerivAt_id' y).const_mul (waveNumber n L)
  have h1 : ∀ y, HasDerivAt (boxWave n L)
      (waveNumber n L * Real.cos (waveNumber n L * y)) y :=
    fun y => (hk y).sin.congr_deriv (by ring)
  have h2 : ∀ y, HasDerivAt (fun y => waveNumber n L * Real.cos (waveNumber n L * y))
      (-(waveNumber n L ^ 2 * Real.sin (waveNumber n L * y))) y :=
    fun y => ((hk y).cos.const_mul (waveNumber n L)).congr_deriv (by ring)
  have e : deriv (boxWave n L) =
      fun y => waveNumber n L * Real.cos (waveNumber n L * y) :=
    funext fun y => (h1 y).deriv
  refine ⟨fun x => ?_, by simp [boxWave], ?_, ?_⟩
  · rw [e, (h2 x).deriv]
    unfold boxEnergy boxWave
    ring
  · have hw : waveNumber n L * L = n * π := by
      unfold waveNumber
      field_simp
    rw [boxWave, hw, Real.sin_nat_mul_pi]
  · have hm : waveNumber n L * (L / (2 * n)) = π / 2 := by
      unfold waveNumber
      field_simp
    rw [boxWave, hm, Real.sin_pi_div_two]

/-- The electrophilicity in terms of ionisation energy and affinity, for `A ≠ I`. -/
theorem electrophilicity_eq {I A : ℝ} (h : A ≠ I) :
    electrophilicity I A = (I + A) ^ 2 / (8 * (I - A)) := by
  have h0 : I - A ≠ 0 := sub_ne_zero.2 h.symm
  unfold electrophilicity chemicalPotential hardness
  rw [div_eq_div_iff (mul_ne_zero two_ne_zero h0) (mul_ne_zero (by norm_num) h0)]
  ring

/-- Exact difference between `I / 8` and the electrophilicity, for `A ≠ I`. -/
theorem deviation_eq {I A : ℝ} (h : A ≠ I) :
    I / 8 - electrophilicity I A = -A * (3 * I + A) / (8 * (I - A)) := by
  have h0 : 8 * (I - A) ≠ 0 := mul_ne_zero (by norm_num) (sub_ne_zero.2 h.symm)
  rw [electrophilicity_eq h, div_sub_div _ _ (by norm_num) h0,
    div_eq_div_iff (mul_ne_zero (by norm_num) h0) h0]
  ring

/-- For `I > 0` and `A < I`, the electrophilicity lies below `I / 8` exactly when the
affinity is negative and greater than `-3 I`. -/
theorem electrophilicity_lt_iff {I A : ℝ} (hI : 0 < I) (hA : A < I) :
    electrophilicity I A < I / 8 ↔ -(3 * I) < A ∧ A < 0 := by
  have hpos : 0 < 8 * (I - A) := by linarith
  rw [← sub_pos, deviation_eq hA.ne, lt_div_iff₀ hpos, zero_mul]
  constructor
  · intro h
    constructor
    · by_contra hc
      have hc' := not_lt.mp hc
      nlinarith [mul_nonneg (show 0 ≤ -A by linarith) (show 0 ≤ -(3 * I + A) by linarith)]
    · by_contra hc
      have hc' := not_lt.mp hc
      nlinarith [mul_nonneg hc' (show 0 ≤ 3 * I + A by linarith)]
  · rintro ⟨h1, h2⟩
    exact mul_pos (by linarith) (by linarith)

/-- Along any sequence of calculations whose affinity tends to zero, the electrophilicity
tends to `I / 8`, for `I ≠ 0`. -/
theorem tendsto_of_affinity_zero {ι : Type*} {l : Filter ι} {A : ι → ℝ} {I : ℝ}
    (hI : I ≠ 0) (hA : Tendsto A l (𝓝 0)) :
    Tendsto (fun t => electrophilicity I (A t)) l (𝓝 (I / 8)) := by
  have hc : ContinuousAt (electrophilicity I) 0 := by
    change ContinuousAt (fun a : ℝ => (-(I + a) / 2) ^ 2 / (2 * (I - a))) 0
    exact ContinuousAt.div (by fun_prop) (by fun_prop) (by simpa using hI)
  have hval : electrophilicity I 0 = I / 8 := by
    have h := deviation_eq hI.symm
    rw [neg_zero, zero_mul, zero_div] at h
    linarith
  rw [← hval]
  exact hc.tendsto.comp hA

/-- For `I > 0` and the affinity `boxAffinity n L`, as `L` tends to infinity the electrophilicity
tends to `I / 8`, and `L ^ 2` times (`I / 8` minus the electrophilicity) tends to
`3 n ^ 2 π ^ 2 / 16`. -/
theorem unbound_anion_limit {I : ℝ} (hI : 0 < I) (n : ℕ) :
    Tendsto (fun L => electrophilicity I (boxAffinity n L)) atTop (𝓝 (I / 8)) ∧
      Tendsto (fun L => L ^ 2 * (I / 8 - electrophilicity I (boxAffinity n L))) atTop
        (𝓝 (3 * (n : ℝ) ^ 2 * π ^ 2 / 16)) := by
  have hk : Tendsto (fun L => waveNumber n L) atTop (𝓝 0) :=
    tendsto_const_nhds.div_atTop tendsto_id
  have hA : Tendsto (fun L => boxAffinity n L) atTop (𝓝 0) := by
    simpa [boxAffinity, boxEnergy] using ((hk.pow 2).div_const 2).neg
  refine ⟨tendsto_of_affinity_zero hI.ne' hA, ?_⟩
  have hlim := ((hA.const_add (3 * I)).div ((hA.const_sub I).const_mul 8)
    (by simpa using hI.ne')).const_mul (((n : ℝ) * π) ^ 2 / 2)
  have hval : ((n : ℝ) * π) ^ 2 / 2 * ((3 * I + 0) / (8 * (I - 0))) =
      3 * (n : ℝ) ^ 2 * π ^ 2 / 16 := by
    have h38 : (3 * I + 0) / (8 * (I - 0)) = 3 / 8 := by
      rw [add_zero, sub_zero, mul_div_mul_right _ _ hI.ne']
    rw [h38]
    ring
  rw [hval] at hlim
  refine hlim.congr' ?_
  filter_upwards [eventually_gt_atTop 0] with L hL
  have hneg : boxAffinity n L ≤ 0 := by
    unfold boxAffinity boxEnergy
    linarith [sq_nonneg (waveNumber n L)]
  -- the box energy times the squared length does not depend on the length
  have hs : ((n : ℝ) * π) ^ 2 / 2 = L ^ 2 * -boxAffinity n L := by
    have hL' := hL.ne'
    unfold boxAffinity boxEnergy waveNumber
    rw [neg_neg]
    field_simp
  rw [deviation_eq (by linarith : boxAffinity n L < I).ne, hs]
  simp only [Pi.div_apply]
  ring

/-- For `I > 0` and the affinity `-π ^ 2 / (2 L ^ 2)` of the lowest box level, as `L` tends to
infinity the electrophilicity tends to `I / 8`, and `L ^ 2` times (`I / 8` minus the
electrophilicity) tends to `3 π ^ 2 / 16`. -/
theorem unbound_anion_limit_ground {I : ℝ} (hI : 0 < I) :
    Tendsto (fun L : ℝ => (I - π ^ 2 / (2 * L ^ 2)) ^ 2 / (8 * (I + π ^ 2 / (2 * L ^ 2))))
        atTop (𝓝 (I / 8)) ∧
      Tendsto (fun L : ℝ => L ^ 2 *
        (I / 8 - (I - π ^ 2 / (2 * L ^ 2)) ^ 2 / (8 * (I + π ^ 2 / (2 * L ^ 2)))))
        atTop (𝓝 (3 * π ^ 2 / 16)) := by
  have e : ∀ L : ℝ, electrophilicity I (boxAffinity 1 L) =
      (I - π ^ 2 / (2 * L ^ 2)) ^ 2 / (8 * (I + π ^ 2 / (2 * L ^ 2))) := by
    intro L
    have ha : boxAffinity 1 L = -(π ^ 2 / (2 * L ^ 2)) := by
      unfold boxAffinity boxEnergy waveNumber
      rw [Nat.cast_one]
      ring
    have hp : 0 ≤ π ^ 2 / (2 * L ^ 2) := by positivity
    rw [ha, electrophilicity_eq (by linarith : -(π ^ 2 / (2 * L ^ 2)) < I).ne,
      ← sub_eq_add_neg, sub_neg_eq_add]
  simpa only [e, Nat.cast_one, one_pow, mul_one] using unbound_anion_limit hI 1

end

end UnboundAnionElectrophilicity
```

```lean
#print axioms UnboundAnionElectrophilicity.boxWave_schrodinger
-- 'UnboundAnionElectrophilicity.boxWave_schrodinger' depends on axioms: [propext, Classical.choice, Quot.sound]
#print axioms UnboundAnionElectrophilicity.electrophilicity_lt_iff
-- 'UnboundAnionElectrophilicity.electrophilicity_lt_iff' depends on axioms: [propext, Classical.choice, Quot.sound]
#print axioms UnboundAnionElectrophilicity.tendsto_of_affinity_zero
-- 'UnboundAnionElectrophilicity.tendsto_of_affinity_zero' depends on axioms: [propext, Classical.choice, Quot.sound]
#print axioms UnboundAnionElectrophilicity.unbound_anion_limit_ground
-- 'UnboundAnionElectrophilicity.unbound_anion_limit_ground' depends on axioms: [propext, Classical.choice, Quot.sound]
```

## From the completed square to the limit

In `electrophilicity_isLeast`, the statement `key` is the completed square. The first half of the proof inserts $x=-\mu/\eta$, and the second uses that the squared term is non-negative.

In `boxWave_schrodinger`, `h1` and `h2` are the first and second derivatives of the sine, obtained by the chain rule. The equations `hw` and `hm` compute the phases $kL=n\pi$ and $kL/(2n)=\pi/2$, after which known values of the sine finish the argument.

The lemma `electrophilicity_eq` inserts the definitions of $\mu$ and $\eta$. `deviation_eq` then puts the difference over a common denominator, and `ring` confirms the numerator. For the sign criterion, the positive denominator is removed and the sign of $-A(3I+A)$ remains. One direction multiplies two positive factors. The other assumes that one of the two bounds on $A$ fails and lets `nlinarith` derive a contradiction from the sign of the product.

The general limit is proved by continuity. At $A=0$ the denominator $2\eta$ equals $2I\neq0$, so $\omega$ is continuous there as a function of $A$. Its value $I/8$ comes from `deviation_eq` at $A=0$, and composing with the family of affinities gives the claim.

For the box, `hk` says that the wave number tends to zero, and `hA` deduces the same for the affinity. This yields the first half of `unbound_anion_limit`. For the rate, `hlim` is the limit of the constant $n^2\pi^2/2$ times the fraction $(3I+A)/(8(I-A))$, and `hval` evaluates it as $3n^2\pi^2/16$. The equation `hs` expresses that constant as $-L^2A_n(L)$ for $L>0$. Together with `deviation_eq`, it identifies the product with $L^2(I/8-\omega)$ for every positive $L$, which is enough for a limit at infinity.

The last theorem sets $n=1$ and uses `e` to replace the named functions by the explicit formula.
